# The massless staggered leapfrog for the one-dimensional Dirac equation is stable at every wave number exactly when c dt < dx

Choose the time step so that light crosses exactly one cell per step. On plane waves, every eigenvalue of the leapfrog step then has modulus one, and yet the shortest wave on the grid can grow without limit. Checking eigenvalue moduli misses this; a conserved quadratic form and one explicit growing solution settle it. For free massless particles on an infinite one-dimensional grid, the result tells which time steps keep every plane wave of this scheme bounded.

```lean
import Mathlib

open Matrix Complex

namespace StaggeredLeapfrogDirac

noncomputable section
```

## From the update rule to a two-by-two matrix

The equations are $\partial_t u=-c\,\partial_x v$ and $\partial_t v=-c\,\partial_x u$. The complex field $u$ lives on the integer sites of an infinite uniform grid, and $v$ lives half a cell to the right. With the Courant number $r=c\,dt/dx$, the first update is $u'_j=u_j-r(v_j-v_{j-1})$.

```lean
/-- Update of the first field, on integer sites; `v j` sits at the site `j + 1/2`,
and `r` is the Courant number `c dt / dx`. -/
def stepU (r : ℝ) (u v : ℤ → ℂ) : ℤ → ℂ := fun j => u j - r * (v j - v (j - 1))
```

The second field uses the new values: $v'_j=v_j-r(u'_{j+1}-u'_j)$.

```lean
/-- One leapfrog step of the massless Dirac equation: the second field is updated
with the new values of the first. -/
def step (r : ℝ) (ψ : (ℤ → ℂ) × (ℤ → ℂ)) : (ℤ → ℂ) × (ℤ → ℂ) :=
  (stepU r ψ.1 ψ.2, fun j => ψ.2 j - r * (stepU r ψ.1 ψ.2 (j + 1) - stepU r ψ.1 ψ.2 j))
```

Take a plane wave $u_j=x_0e^{ikj}$, $v_j=x_1e^{ik(j+1/2)}$, where $k$ is the phase advance per cell.

```lean
/-- The plane wave with wave number `k` per cell and amplitudes `x` on the staggered grid. -/
def planeWave (k : ℝ) (x : Fin 2 → ℂ) : (ℤ → ℂ) × (ℤ → ℂ) :=
  (fun j => x 0 * exp (I * k * (j : ℂ)), fun j => x 1 * exp (I * k * ((j : ℂ) + 1 / 2)))
```

A centred difference multiplies such a wave by $2i\sin(k/2)$, so $r$ and $k$ enter only through $s=2r\sin(k/2)$.

```lean
/-- The scaled lattice momentum `s = 2 r sin(k/2)`. -/
def mom (r k : ℝ) : ℝ := 2 * r * Real.sin (k / 2)
```

The updates become $x_0'=x_0-isx_1$ and $x_1'=x_1-isx_0'=-isx_0+(1-s^2)x_1$. Their matrix is $G$, called `amp s`.

```lean
/-- The amplification matrix at scaled lattice momentum `s`. -/
def amp (s : ℝ) : Matrix (Fin 2) (Fin 2) ℂ := !![1, -(I * s); -(I * s), 1 - (s : ℂ) ^ 2]
```

Size is measured by the intensity $N(x)=|x_0|^2+|x_1|^2$, without normalising the state.

```lean
/-- The total intensity of the two amplitudes. -/
def intensity (x : Fin 2 → ℂ) : ℝ := ‖x 0‖ ^ 2 + ‖x 1‖ ^ 2
```

Stability of a matrix means that one constant $C$ satisfies $N(G^nx)\le C\,N(x)$ for all $n$ and $x$.

```lean
/-- The powers of the matrix amplify the intensity of any state by at most a fixed factor. -/
def PowerBounded (A : Matrix (Fin 2) (Fin 2) ℂ) : Prop :=
  ∃ C : ℝ, ∀ (n : ℕ) (x : Fin 2 → ℂ), intensity (A ^ n *ᵥ x) ≤ C * intensity x
```

The leapfrog does not conserve $N$ in general. It does conserve a quadratic form with a cross term, called the modified energy although it is not the expectation value of the Dirac Hamiltonian: $E(x)=N(x)+s\,\mathrm{Im}(\bar x_0x_1)$.

```lean
/-- The modified energy of the scheme: the intensity plus a cross term. -/
def energy (s : ℝ) (x : Fin 2 → ℂ) : ℝ := intensity x + s * (starRingEnd ℂ (x 0) * x 1).im
```

The phase advance per time step will be $\omega=2\arcsin(r\sin(k/2))$.

```lean
/-- The frequency per time step, `ω = 2 arcsin(r sin(k/2))`, for `|r sin(k/2)| ≤ 1`. -/
def freq (r k : ℝ) : ℝ := 2 * Real.arcsin (r * Real.sin (k / 2))
```

Written out in components, $G$ acts as above.

```lean
/-- The action of the amplification matrix on the two amplitudes. -/
theorem amp_mulVec (s : ℝ) (x : Fin 2 → ℂ) :
    (amp s *ᵥ x) 0 = x 0 - I * s * x 1 ∧
    (amp s *ᵥ x) 1 = -(I * s * x 0) + (1 - (s : ℂ) ^ 2) * x 1 := by
  constructor <;> simp [amp, Matrix.mulVec, dotProduct, Fin.sum_univ_two]
  ring
```

The next theorem derives $G$ from the grid update. In its proof, `phase` is the centred difference, used once for each field.

```lean
/-- A leapfrog step maps a plane wave to the plane wave of the same wave number whose
amplitudes are multiplied by the amplification matrix. -/
theorem step_planeWave (r k : ℝ) (x : Fin 2 → ℂ) :
    step r (planeWave k x) = planeWave k (amp (mom r k) *ᵥ x) := by
  have hs : (mom r k : ℂ) = 2 * r * Complex.sin (k / 2) := by simp [mom]
  -- a centred difference of a plane wave
  have phase : ∀ y : ℂ, exp (I * k * (y + 1 / 2)) - exp (I * k * (y - 1 / 2))
      = 2 * I * Complex.sin (k / 2) * exp (I * k * y) := by
    intro y
    rw [show I * k * (y + 1 / 2) = I * k * y + (k / 2) * I by ring,
      show I * k * (y - 1 / 2) = I * k * y + (-(k / 2)) * I by ring, Complex.exp_add,
      Complex.exp_add, exp_mul_I, exp_mul_I, Complex.cos_neg, Complex.sin_neg]
    ring
  have hU : ∀ j : ℤ, stepU r (planeWave k x).1 (planeWave k x).2 j
      = (x 0 - I * (2 * r * Complex.sin (k / 2)) * x 1) * exp (I * k * (j : ℂ)) := by
    intro j
    have e : ((j - 1 : ℤ) : ℂ) + 1 / 2 = (j : ℂ) - 1 / 2 := by push_cast; ring
    simp only [stepU, planeWave, e]
    linear_combination (-(r * x 1)) * phase (j : ℂ)
  refine Prod.ext (funext fun j => ?_) (funext fun j => ?_)
  · change stepU r (planeWave k x).1 (planeWave k x).2 j = (amp _ *ᵥ x) 0 * _
    rw [hU, (amp_mulVec _ x).1, hs]
  · change x 1 * exp (I * k * ((j : ℂ) + 1 / 2))
      - r * (stepU r (planeWave k x).1 (planeWave k x).2 (j + 1)
        - stepU r (planeWave k x).1 (planeWave k x).2 j) = (amp _ *ᵥ x) 1 * _
    have h := phase ((j : ℂ) + 1 / 2)
    rw [show (j : ℂ) + 1 / 2 + 1 / 2 = ((j + 1 : ℤ) : ℂ) by push_cast; ring,
      show (j : ℂ) + 1 / 2 - 1 / 2 = (j : ℂ) by ring] at h
    rw [hU, hU, (amp_mulVec _ x).2, hs]
    linear_combination (-(r * (x 0 - I * (2 * r * Complex.sin (k / 2)) * x 1))) * h
      + ((2 * r * Complex.sin (k / 2)) ^ 2 * x 1 * exp (I * k * ((j : ℂ) + 1 / 2))) * I_sq
```

## A conserved energy bounds the intensity

The first half-step gives
$$|x_0'|^2-s\,\mathrm{Im}(\bar x_0'x_1)=|x_0|^2+s\,\mathrm{Im}(\bar x_0x_1),$$
and the second gives
$$|x_1'|^2+s\,\mathrm{Im}(\bar x_0'x_1')=|x_1|^2-s\,\mathrm{Im}(\bar x_0'x_1).$$
Adding them yields $E(x')=E(x)$. Lean checks the same identity in real and imaginary parts, then uses induction on $n$.

```lean
/-- The modified energy is exactly conserved by any number of steps. -/
theorem energy_conserved (s : ℝ) (x : Fin 2 → ℂ) (n : ℕ) :
    energy s (amp s ^ n *ᵥ x) = energy s x := by
  have one : ∀ y, energy s (amp s *ᵥ y) = energy s y := by
    intro y
    simp only [energy, intensity, (amp_mulVec s y).1, (amp_mulVec s y).2, Complex.sq_norm,
      Complex.normSq_apply]
    simp only [pow_two, mul_re, mul_im, sub_re, sub_im, add_re, add_im, neg_re, neg_im,
      I_re, I_im, ofReal_re, ofReal_im, one_re, one_im, conj_re, conj_im]
    ring
  induction n with
  | zero => simp
  | succ n ih => rw [pow_succ', ← Matrix.mulVec_mulVec, one, ih]
```

Since $2|\mathrm{Im}(\bar x_0x_1)|\le2|x_0||x_1|\le N(x)$, the condition $|s|\le2r$ gives $(1-r)N\le E\le(1+r)N$. The squares passed to `nlinarith` prove $2|\mathrm{Im}(\bar x_0x_1)|\le N(x)$ directly.

```lean
/-- If `|s| ≤ 2r`, the modified energy lies between `1 - r` and `1 + r` times the intensity. -/
theorem energy_bounds {r s : ℝ} (hs : |s| ≤ 2 * r) (x : Fin 2 → ℂ) :
    (1 - r) * intensity x ≤ energy s x ∧ energy s x ≤ (1 + r) * intensity x := by
  have hq : |2 * (starRingEnd ℂ (x 0) * x 1).im| ≤ intensity x := by
    simp only [intensity, Complex.sq_norm, Complex.normSq_apply, mul_im, conj_re, conj_im]
    rw [abs_le]
    constructor
    · nlinarith [sq_nonneg ((x 0).re + (x 1).im), sq_nonneg ((x 0).im - (x 1).re)]
    · nlinarith [sq_nonneg ((x 0).re - (x 1).im), sq_nonneg ((x 0).im + (x 1).re)]
  have h := mul_le_mul hs hq (abs_nonneg _) (by linarith [abs_nonneg s])
  rw [← abs_mul, abs_le] at h
  unfold energy
  constructor <;> linarith [h.1, h.2]
```

For $0<r<1$ it follows that
$$(1-r)N(G^nx)\le E(G^nx)=E(x)\le(1+r)N(x).$$
Dividing by $1-r>0$ gives a bound independent of both $k$ and $n$.

```lean
/-- For `0 < r < 1` the intensity never exceeds `(1 + r)/(1 - r)` times its initial value,
for every wave number and every number of steps. -/
theorem intensity_bound {r : ℝ} (hr : 0 < r) (hr1 : r < 1) (k : ℝ) (n : ℕ) (x : Fin 2 → ℂ) :
    intensity (amp (mom r k) ^ n *ᵥ x) ≤ (1 + r) / (1 - r) * intensity x := by
  have hs : |mom r k| ≤ 2 * r := by
    have h1 := mul_le_mul_of_nonneg_left (Real.sin_le_one (k / 2)) hr.le
    have h2 := mul_le_mul_of_nonneg_left (Real.neg_one_le_sin (k / 2)) hr.le
    rw [mom, abs_le]
    constructor <;> linarith
  have h1 := (energy_bounds hs (amp (mom r k) ^ n *ᵥ x)).1
  rw [energy_conserved] at h1
  rw [div_mul_eq_mul_div, le_div_iff₀ (by linarith)]
  linarith [(energy_bounds hs x).2]
```

The same argument with $q=r|\sin(k/2)|$ in place of $r$ gives the factor $(1+q)/(1-q)$ whenever $q<1$. Sufficiently long waves therefore stay bounded even when $r\ge1$.

## The shortest wave grows from r = 1 onwards

Let $s\ge2$ and start from $(1,0)$. Write the amplitudes after $n$ steps as $x_0=-(-1)^nb$ and $x_1=(-1)^nia$, with $a=0$, $b=-1$ initially. One step gives $b'=sa-b$ and $a'=sb'-a$. If $a\ge n$ and $a\ge b+1$, then $b'\ge2a-b\ge a+1$ and $a'\ge2b'-a\ge b'+1$. Hence $a'\ge n+1$, and the induction continues.

```lean
/-- If `s ≥ 2`, the state starting with amplitudes `(1, 0)` has, after `n` steps, a second amplitude
of modulus at least `n`. -/
theorem growth {s : ℝ} (hs : 2 ≤ s) (n : ℕ) : (n : ℝ) ≤ ‖(amp s ^ n *ᵥ ![1, 0]) 1‖ := by
  -- after the first step, the amplitudes alternate in sign while their size increases
  have key : ∃ a b : ℝ, (n : ℝ) ≤ a ∧ b + 1 ≤ a ∧
      (amp s ^ n *ᵥ ![1, 0]) 0 = -((-1) ^ n * (b : ℂ)) ∧
      (amp s ^ n *ᵥ ![1, 0]) 1 = (-1) ^ n * (I * (a : ℂ)) := by
    induction n with
    | zero => exact ⟨0, -1, by simp, by norm_num, by simp, by simp⟩
    | succ n ih =>
      obtain ⟨a, b, ha, hb, h0, h1⟩ := ih
      have hn : (0 : ℝ) ≤ n := Nat.cast_nonneg n
      have hb' : a + 1 ≤ s * a - b := by
        nlinarith [mul_nonneg (sub_nonneg.mpr hs) (hn.trans ha)]
      have hp : 0 ≤ s * a - b := by linarith
      have ha' : (s * a - b) + 1 ≤ s * (s * a - b) - a := by
        nlinarith [mul_nonneg (sub_nonneg.mpr hs) hp]
      rw [pow_succ' (amp s) n, ← Matrix.mulVec_mulVec, (amp_mulVec _ _).1,
        (amp_mulVec _ _).2, h0, h1]
      refine ⟨s * (s * a - b) - a, s * a - b, by push_cast; linarith, ha', ?_, ?_⟩
      · push_cast
        linear_combination (-((s : ℂ) * a * (-1) ^ n)) * I_sq
      · push_cast
        ring
  obtain ⟨a, b, ha, -, -, h1⟩ := key
  have hnorm : ‖(-1 : ℂ) ^ n * (I * (a : ℂ))‖ = |a| := by simp
  rw [h1, hnorm]
  exact ha.trans (le_abs_self a)
```

At $k=\pi$ we have $s=2r$, so every $r\ge1$ gives intensity at least $n^2$ from initial intensity 1. No constant $C$ survives. Together with the energy bound, this proves the equivalence for individual plane waves; mass, potentials and boundaries are not included.

```lean
/-- For `r > 0`, the powers of the amplification matrix are bounded at every real wave number
if and only if `r < 1`. -/
theorem stable_iff {r : ℝ} (hr : 0 < r) :
    (∀ k : ℝ, PowerBounded (amp (mom r k))) ↔ r < 1 := by
  refine ⟨fun h => ?_, fun hr1 k => ⟨_, intensity_bound hr hr1 k⟩⟩
  by_contra hr1
  -- the shortest wave on the grid is unstable
  obtain ⟨C, hC⟩ := h Real.pi
  have hs : 2 ≤ mom r Real.pi := by
    rw [mom, Real.sin_pi_div_two]
    linarith [not_lt.mp hr1]
  obtain ⟨n, hn⟩ := exists_nat_gt (C + 1)
  have h1 := hC n ![1, 0]
  have hx : intensity ![1, 0] = 1 := by simp [intensity]
  rw [hx, mul_one, intensity] at h1
  nlinarith [growth hs n, sq_nonneg ‖(amp (mom r Real.pi) ^ n *ᵥ ![1, 0]) 0‖,
    sq_nonneg (‖(amp (mom r Real.pi) ^ n *ᵥ ![1, 0]) 1‖ - 1),
    norm_nonneg ((amp (mom r Real.pi) ^ n *ᵥ ![1, 0]) 1)]
```

## Frequencies and the single static wave number

The eigenvalues are the roots of
$$\det(z-G)=(z-1)(z-1+s^2)+s^2=z^2-(2-s^2)z+1.$$

```lean
/-- The characteristic polynomial of the amplification matrix is `z² - (2 - s²) z + 1`. -/
theorem char_det (s : ℝ) (z : ℂ) :
    (z • (1 : Matrix (Fin 2) (Fin 2) ℂ) - amp s).det = z ^ 2 - (2 - (s : ℂ) ^ 2) * z + 1 := by
  simp [amp, Matrix.det_fin_two]
  linear_combination (-((s : ℂ) ^ 2)) * I_sq
```

For $0<r\le1$ the arcsine has an admissible argument, so $\sin(\omega/2)=r\sin(k/2)$. Then $2\cos\omega=2-4\sin^2(\omega/2)=2-s^2$, and the polynomial factorises as $(z-e^{i\omega})(z-e^{-i\omega})$. This includes the unstable case $r=1$: at $k=\pi$ both roots equal $-1$.

```lean
/-- For `0 < r ≤ 1` the frequency obeys `sin(ω/2) = r sin(k/2)`, and the characteristic
polynomial of the amplification matrix has the roots `exp(iω)` and `exp(-iω)`. -/
theorem dispersion {r : ℝ} (hr : 0 < r) (hr1 : r ≤ 1) (k : ℝ) :
    Real.sin (freq r k / 2) = r * Real.sin (k / 2) ∧
    ∀ z : ℂ, (z • (1 : Matrix (Fin 2) (Fin 2) ℂ) - amp (mom r k)).det
      = (z - exp (I * freq r k)) * (z - exp (-(I * freq r k))) := by
  have hsin : Real.sin (freq r k / 2) = r * Real.sin (k / 2) := by
    have h1 := mul_le_mul_of_nonneg_left (Real.sin_le_one (k / 2)) hr.le
    have h2 := mul_le_mul_of_nonneg_left (Real.neg_one_le_sin (k / 2)) hr.le
    rw [freq, mul_div_cancel_left₀ _ (two_ne_zero' ℝ)]
    exact Real.sin_arcsin (by linarith) (by linarith)
  refine ⟨hsin, fun z => ?_⟩
  -- half the trace is the cosine of the frequency
  have hc : Real.cos (freq r k) = 1 - mom r k ^ 2 / 2 := by
    have h2 := Real.cos_two_mul (freq r k / 2)
    rw [show 2 * (freq r k / 2) = freq r k by ring] at h2
    have h3 := Real.sin_sq_add_cos_sq (freq r k / 2)
    rw [hsin] at h3
    rw [h2, mom]
    linear_combination 2 * h3
  have hcC : Complex.cos (freq r k) = 1 - (mom r k : ℂ) ^ 2 / 2 := by
    exact_mod_cast congrArg Complex.ofReal hc
  rw [char_det, show -(I * (freq r k : ℂ)) = (-(freq r k : ℂ)) * I by ring,
    mul_comm I, exp_mul_I, exp_mul_I, Complex.cos_neg, Complex.sin_neg]
  linear_combination 2 * z * hcC - Complex.sin_sq_add_cos_sq (freq r k : ℂ)
    + Complex.sin (freq r k) ^ 2 * I_sq
```

At $z=1$ the determinant is $s^2$. For $r>0$ it vanishes only if $\sin(k/2)=0$, which on $(-\pi,\pi]$ means $k=0$. The scheme thus has no spurious zero-frequency wave at $k=\pi$, the edge of the wave-number range, whereas a centred difference over two cells, proportional to $\sin k$, also vanishes at $k=\pi$.

```lean
/-- For `r > 0` and `k` in `(-π, π]`, the number `1` is a root of the characteristic
polynomial of the amplification matrix if and only if `k = 0`. -/
theorem no_doubler {r k : ℝ} (hr : 0 < r) (hk : k ∈ Set.Ioc (-Real.pi) Real.pi) :
    (1 - amp (mom r k)).det = 0 ↔ k = 0 := by
  have h := char_det (mom r k) 1
  rw [one_smul] at h
  rw [h, show (1 : ℂ) ^ 2 - (2 - (mom r k : ℂ) ^ 2) * 1 + 1 = (mom r k : ℂ) ^ 2 by ring,
    pow_eq_zero_iff two_ne_zero, Complex.ofReal_eq_zero, mom]
  constructor
  · intro h0
    have hsin := (mul_eq_zero.mp h0).resolve_left (by positivity)
    have := (Real.sin_eq_zero_iff_of_lt_of_lt (by linarith [hk.1, Real.pi_pos])
      (by linarith [hk.2, Real.pi_pos])).mp hsin
    linarith
  · intro h0
    simp [h0]

end

end StaggeredLeapfrogDirac
```

```lean
#print axioms StaggeredLeapfrogDirac.step_planeWave
#print axioms StaggeredLeapfrogDirac.stable_iff
#print axioms StaggeredLeapfrogDirac.dispersion
#print axioms StaggeredLeapfrogDirac.no_doubler
```

```
'StaggeredLeapfrogDirac.step_planeWave' depends on axioms: [propext, Classical.choice, Quot.sound]
'StaggeredLeapfrogDirac.stable_iff' depends on axioms: [propext, Classical.choice, Quot.sound]
'StaggeredLeapfrogDirac.dispersion' depends on axioms: [propext, Classical.choice, Quot.sound]
'StaggeredLeapfrogDirac.no_doubler' depends on axioms: [propext, Classical.choice, Quot.sound]
```
